# A finite set of permuted orbitals has one independent totally symmetric combination per orbit

Let a finite group G permute a finite set X of linearly independent atomic orbitals. The linear combinations that every operation leaves unchanged form a space whose dimension is the number of orbits, an orbit being a class of symmetry-related orbitals. The same dimension is the average, over the operations of G, of the number of orbitals that an operation leaves in place:

dim(totally symmetric space) = |X/G| = |G|⁻¹ ∑_g |Fix(g)|

Here X/G is the set of orbits, Fix(g) is the set of orbitals x with gx = x, and vertical bars count elements. The second equality is Burnside's counting lemma, obtained here from the trace of a projection operator.

The assumption that matters is that operations only permute the orbitals. The s orbitals on equivalent atoms behave in this way. A p orbital that changes sign, or a pair of p orbitals that a rotation mixes, does not. For a finite basis that is permuted in this sense, the count gives the size of the totally symmetric block of a one-electron Hamiltonian matrix that has the symmetry G.

## Combinations as coefficient functions

```lean
import Mathlib

open Module

namespace SymmetricOrbitalCombinations

noncomputable section

variable (G X : Type*) [Group G] [MulAction G X]

variable {G} in
/-- The action of a symmetry operation `g` on combinations of orbitals, given by their
coefficients: `(g f)(x) = f(g⁻¹ x)`. -/
def act (g : G) : (X → ℂ) →ₗ[ℂ] (X → ℂ) :=
  LinearMap.funLeft ℂ ℂ (fun x => g⁻¹ • x)
```

The `variable` line says that G is a group and that it acts on X, which is what `MulAction G X` means. The expression `g • x` is the orbital to which g carries x. Neither G nor X is assumed finite yet; the definitions and theorems that assume finiteness do so with `Fintype`.

A combination ∑_x f(x) φ_x is represented by its coefficient function f, of type `X → ℂ`. If g carries φ_x to φ_{gx}, the transformed combination is

∑_x f(x) φ_{gx} = ∑_y f(g⁻¹y) φ_y

so the new coefficient function is (g f)(y) = f(g⁻¹y). This is `act`. The arrow `→ₗ[ℂ]` denotes a complex-linear map, and `LinearMap.funLeft` builds the linear map that inserts g⁻¹x into f.

Only coefficients appear, so no overlap integrals enter. The dimension counts independent wavefunctions as long as the orbitals themselves are linearly independent.

```lean
variable {G X} in
/-- The coefficient of the transformed combination at the orbital `x` is the old coefficient
at the orbital `g⁻¹ x`. -/
theorem act_apply (g : G) (f : X → ℂ) (x : X) : act X g f x = f (g⁻¹ • x) := rfl
```

This theorem restates the formula (g f)(x) = f(g⁻¹x) so that later proofs can use it. Its proof, `rfl`, says that the two sides are equal by definition.

## What totally symmetric means

```lean
/-- The space of totally symmetric combinations: those left unchanged by every operation
of the group. -/
def totallySymmetric : Submodule ℂ (X → ℂ) where
  carrier := {f | ∀ g : G, act X g f = f}
  zero_mem' := fun g => map_zero (act X g)
  add_mem' := by
    intro a b ha hb g
    rw [map_add, ha g, hb g]
  smul_mem' := by
    intro c a ha g
    rw [map_smul, ha g]
```

A `Submodule` over ℂ is a linear subspace. Its `carrier` is the set of f with g f = f for every g. The remaining fields check that the set is a subspace. If g a = a and g b = b, then

g 0 = 0
g(a + b) = g a + g b = a + b
g(c a) = c (g a) = c a

for any complex number c.

```lean
variable {G X} in
/-- A combination is totally symmetric exactly when symmetry-related orbitals enter with
equal coefficients. -/
theorem mem_totallySymmetric_iff (f : X → ℂ) :
    f ∈ totallySymmetric G X ↔ ∀ (g : G) (x : X), f (g • x) = f x := by
  constructor
  · intro hf g x
    have h := congrFun (hf g⁻¹) x
    rwa [act_apply, inv_inv] at h
  · intro hf g
    funext x
    exact hf g⁻¹ x
```

A combination is totally symmetric exactly when symmetry-related orbitals carry equal coefficients: f(gx) = f(x) for all g and x.

For one direction, suppose that f is totally symmetric. Invariance under g⁻¹, evaluated at x, gives

f(x) = (g⁻¹ f)(x) = f((g⁻¹)⁻¹x) = f(gx)

In Lean, `hf g⁻¹` is the invariance under g⁻¹, `congrFun` evaluates it at x, and `inv_inv` removes the double inverse. For the other direction, suppose that the coefficients agree. Then (g f)(x) = f(g⁻¹x) = f(x), which is the assumption applied to g⁻¹.

## One free coefficient per orbit

```lean
/-- Choosing one coefficient for each orbit of orbitals is the same as choosing a totally
symmetric combination. -/
def orbitEquiv :
    (Quotient (MulAction.orbitRel G X) → ℂ) ≃ₗ[ℂ] totallySymmetric G X where
  toFun c := ⟨fun x => c (Quotient.mk (MulAction.orbitRel G X) x),
    (mem_totallySymmetric_iff _).mpr fun g x =>
      congrArg c (Quotient.sound (s := MulAction.orbitRel G X) (MulAction.mem_orbit x g))⟩
  map_add' _ _ := rfl
  map_smul' _ _ := rfl
  invFun f := Quotient.lift f.1 (by
    intro a b h
    have h' : a ∈ MulAction.orbit G b := h
    obtain ⟨g, hg⟩ := MulAction.mem_orbit_iff.mp h'
    rw [← hg]
    exact (mem_totallySymmetric_iff f.1).mp f.2 g b)
  left_inv c := by
    funext q
    induction q using Quotient.inductionOn
    rfl
  right_inv _ := rfl
```

The type `Quotient (MulAction.orbitRel G X)` is the set of orbits X/G, and `≃ₗ[ℂ]` denotes an invertible linear map. The definition matches functions c on the orbits with totally symmetric functions f on the orbitals.

Going forward, `toFun` sets f(x) = c([x]), where [x] is the orbit of x. Since [gx] = [x], this f is totally symmetric by the previous theorem. Going back, `invFun` sets c([x]) = f(x). This makes sense only if the value does not depend on which orbital represents the orbit, and `Quotient.lift` requires a proof of that. If a and b lie in the same orbit, then a = gb for some g, and f(a) = f(gb) = f(b). The last two fields confirm that each map undoes the other.

```lean
/-- For a finite set of orbitals, the number of independent totally symmetric combinations
is the number of orbits. -/
theorem finrank_eq_card_orbits [Fintype X] :
    finrank ℂ (totallySymmetric G X) = Nat.card (Quotient (MulAction.orbitRel G X)) := by
  have := Fintype.ofFinite (Quotient (MulAction.orbitRel G X))
  rw [← (orbitEquiv G X).finrank_eq, Module.finrank_fintype_fun_eq_card,
    Nat.card_eq_fintype_card]
```

`finrank ℂ` is the complex dimension and `Nat.card` counts elements. An invertible linear map preserves dimension, and the functions on a set of n elements form a space of dimension n, so

dim(totally symmetric space) = dim(functions on X/G) = |X/G|

The `rw` command replaces one side of a known equation by the other, and here it carries out these two steps. The theorem assumes that X is finite, but makes no such assumption about G.

## The character counts the orbitals left in place

```lean
variable {G} in
/-- The character of a symmetry operation on a finite set of permuted orbitals is the number
of orbitals that it leaves in place. -/
theorem character_eq_card_fixed [Fintype X] (g : G) :
    LinearMap.trace ℂ (X → ℂ) (act X g) = (Nat.card (MulAction.fixedBy X g) : ℂ) := by
  classical
  have hc : Nat.card (MulAction.fixedBy X g)
      = (Finset.univ.filter fun x : X => g • x = x).card := by
    change Nat.card {x : X // g • x = x} = _
    rw [Nat.card_eq_fintype_card, Fintype.card_subtype]
  -- a diagonal matrix element is 1 for a fixed orbital and 0 for a displaced one
  have hd : ∀ x : X, Matrix.diag (LinearMap.toMatrix (Pi.basisFun ℂ X) (Pi.basisFun ℂ X)
      (act X g)) x = if g • x = x then (1 : ℂ) else 0 := by
    intro x
    have e : g⁻¹ • x = x ↔ g • x = x := inv_smul_eq_iff.trans eq_comm
    rw [Matrix.diag_apply, LinearMap.toMatrix_apply, Pi.basisFun_repr, Pi.basisFun_apply,
      act_apply, Pi.single_apply]
    simp only [e]
  rw [LinearMap.trace_eq_matrix_trace ℂ (Pi.basisFun ℂ X), Matrix.trace,
    Finset.sum_congr rfl (fun x _ => hd x), Finset.sum_boole, hc]
```

The character of g is the trace of its matrix. Take the basis functions e_y, with e_y(x) = 1 if x = y and 0 otherwise. The diagonal matrix element of g at x is

(g e_x)(x) = e_x(g⁻¹x)

which is 1 if g⁻¹x = x and 0 if not. Since g⁻¹x = x is equivalent to gx = x, the diagonal has a 1 for each orbital left in place and a 0 for each displaced one. Its sum is

tr(g) = |Fix(g)|

In the proof, `hd` is the statement about the diagonal, with `Pi.basisFun` as the basis e_y, and `hc` rewrites |Fix(g)| as a count over X. The closing `rw` writes the trace as the sum of the diagonal and adds up the ones. The annotation `: ℂ` in the statement turns the whole number |Fix(g)| into a complex number, because a trace over ℂ is complex.

## Averaging over the group projects

```lean
/-- The average of all symmetry operations of a finite group, as a linear map on combinations of
orbitals. -/
def projector [Fintype G] : (X → ℂ) →ₗ[ℂ] (X → ℂ) :=
  (Nat.card G : ℂ)⁻¹ • ∑ g : G, act X g
```

For finite G this defines the averaging operator

P = |G|⁻¹ ∑_g g

The theorem `projector_isProj` below proves that P is a projection onto the totally symmetric space.

```lean
variable {G X} in
/-- The projected coefficient at an orbital is the average of the original coefficients over
its images under the finite group. -/
theorem projector_apply [Fintype G] (f : X → ℂ) (x : X) :
    projector G X f x = (Nat.card G : ℂ)⁻¹ * ∑ g : G, f (g⁻¹ • x) := by
  simp [projector, act_apply, LinearMap.sum_apply, Finset.sum_apply]
```

Applied to f and evaluated at one orbital, the definition reads

(P f)(x) = |G|⁻¹ ∑_g f(g⁻¹x)

The `simp` command unfolds the definitions and simplifies both sides until they agree.

```lean
/-- For a finite group, the averaging operator is a projection onto the totally symmetric
combinations: it maps into them and leaves each of them unchanged. -/
theorem projector_isProj [Fintype G] :
    LinearMap.IsProj (totallySymmetric G X) (projector G X) where
  map_mem := by
    intro f h
    funext x
    rw [act_apply, projector_apply, projector_apply]
    congr 1
    -- multiplication by `h` only reorders the group sum
    refine Fintype.sum_equiv (Equiv.mulLeft h) _ _ fun g => ?_
    rw [Equiv.coe_mulLeft, mul_inv_rev, mul_smul]
  map_id := by
    intro f hf
    funext x
    have hs : ∀ g : G, f (g⁻¹ • x) = f x := fun g => congrFun (hf g) x
    have hG : (Nat.card G : ℂ) ≠ 0 := Nat.cast_ne_zero.mpr Nat.card_pos.ne'
    rw [projector_apply, Finset.sum_congr rfl (fun g _ => hs g), Finset.sum_const,
      Finset.card_univ, ← Nat.card_eq_fintype_card, nsmul_eq_mul, ← mul_assoc,
      inv_mul_cancel₀ hG, one_mul]
```

`LinearMap.IsProj` makes two demands: P sends every f into the totally symmetric space, and P f = f for every f already in that space.

For the first, let h be any operation. Then

(h P f)(x) = (P f)(h⁻¹x)
= |G|⁻¹ ∑_g f(g⁻¹h⁻¹x)
= |G|⁻¹ ∑_g f((hg)⁻¹x)
= |G|⁻¹ ∑_k f(k⁻¹x)
= (P f)(x)

where k = hg runs through the whole group once as g does. That relabelling is `Equiv.mulLeft h`, and `Fintype.sum_equiv` says that it leaves the sum unchanged.

For the second, let f be totally symmetric. Every term f(g⁻¹x) equals f(x), so

(P f)(x) = |G|⁻¹ · |G| · f(x) = f(x)

These are the facts `hs`, that all terms are equal, and `hG`, that |G| is not zero and may be cancelled.

## The dimension as a trace

```lean
/-- For a finite group permuting a finite set of orbitals, the dimension of the space of
totally symmetric combinations is the number of orbits, and it is also the group average of
the number of fixed orbitals. -/
theorem dimension_totallySymmetric [Fintype G] [Fintype X] :
    finrank ℂ (totallySymmetric G X) = Nat.card (Quotient (MulAction.orbitRel G X)) ∧
    (finrank ℂ (totallySymmetric G X) : ℂ)
      = (∑ g : G, (Nat.card (MulAction.fixedBy X g) : ℂ)) / (Nat.card G : ℂ) := by
  refine ⟨finrank_eq_card_orbits G X, ?_⟩
  -- the dimension is the trace of the projector, hence the averaged character
  rw [← (projector_isProj G X).trace, projector, map_smul, map_sum, smul_eq_mul,
    Finset.sum_congr rfl (fun g _ => character_eq_card_fixed X g), div_eq_inv_mul]
```

The symbol `∧` means "and": the theorem states both counts. The first is the orbit count already proved. The second starts from the fact that the trace of a projection is the dimension of the space onto which it projects. To see this, write any f as

f = P f + (f − P f)

The first part is totally symmetric. The second is sent to zero, because P f is totally symmetric and so P(P f) = P f. A function that is both totally symmetric and sent to zero satisfies f = P f = 0, so the splitting is unique. In a basis adapted to it, P is diagonal, with a 1 for each independent totally symmetric combination and 0 elsewhere. Therefore

dim(totally symmetric space) = tr(P) = |G|⁻¹ ∑_g tr(g) = |G|⁻¹ ∑_g |Fix(g)|

In Lean, `(projector_isProj G X).trace` supplies the first equality. `map_smul` and `map_sum` move the trace through the factor and the sum, and `character_eq_card_fixed` replaces each character by its count. The equation is written between complex numbers, but it fixes the dimension as a whole number.

Ammonia gives a small case. Take the nitrogen 2s orbital s and the three hydrogen 1s orbitals h₁, h₂, h₃, with the group C₃ᵥ of six operations. The identity leaves 4 orbitals in place. Each of the two threefold rotations leaves only s. Each of the three reflections leaves s and one hydrogen orbital. The average is

(4 + 2·1 + 3·2)/6 = 12/6 = 2

and there are indeed two orbits, {s} and {h₁, h₂, h₃}. Projecting h₁ gives

P h₁ = (h₁ + h₂ + h₃)/3

because each hydrogen orbital is the image of h₁ under two of the six operations. If the orbitals are taken as orthonormal, the normalised combination is (h₁ + h₂ + h₃)/√3. Together with s it spans the totally symmetric space.

## When all orbitals are equivalent

```lean
/-- A nonempty finite set of orbitals that are all equivalent by symmetry has exactly one
totally symmetric combination up to a factor. -/
theorem finrank_eq_one_of_equivalent [Fintype X] [Nonempty X]
    [MulAction.IsPretransitive G X] : finrank ℂ (totallySymmetric G X) = 1 := by
  rw [finrank_eq_card_orbits, Nat.card_eq_one_iff_unique]
  refine ⟨⟨fun a b => Quotient.inductionOn₂ a b fun x y => ?_⟩,
    ⟨Quotient.mk _ (Classical.arbitrary X)⟩⟩
  -- any two orbitals lie in the same orbit
  have h : x ∈ MulAction.orbit G y :=
    MulAction.mem_orbit_iff.mpr (MulAction.exists_smul_eq G y x)
  exact Quotient.sound (s := MulAction.orbitRel G X) h

end

end SymmetricOrbitalCombinations
```

`MulAction.IsPretransitive G X` says that any orbital can be carried to any other, and `Nonempty X` says that there is at least one. Under these conditions the totally symmetric space has dimension one. Its members have the same coefficient on every orbital, so for n orthonormal orbitals the normalised combination has all coefficients equal to 1/√n, up to a phase.

By the orbit count, it is enough to show that there is exactly one orbit. The proof checks that any two orbits coincide and that an orbit exists. Given orbitals x and y, some g satisfies gy = x, so x lies in the orbit of y. An orbit exists because X has an element; an empty X would have no orbits and dimension zero. As with the orbit count, G may be infinite here.

The three hydrogen orbitals of ammonia, taken without s, are such a set. The identity leaves 3 in place, the rotations none, and each reflection one, so the average is (3 + 0 + 3)/6 = 1.

```lean
#print axioms SymmetricOrbitalCombinations.dimension_totallySymmetric
#print axioms SymmetricOrbitalCombinations.finrank_eq_one_of_equivalent
```

```
'SymmetricOrbitalCombinations.dimension_totallySymmetric' depends on axioms: [propext, Classical.choice, Quot.sound]
'SymmetricOrbitalCombinations.finrank_eq_one_of_equivalent' depends on axioms: [propext, Classical.choice, Quot.sound]
```
